# One-electron moves, derivatives and the local energy of a Slater determinant from its inverse matrix

Let $N$ electrons of equal spin sit at positions $x_i$ on a line and fill $N$ real orbitals $\varphi_j$. Their Slater matrix is

$$A_{ij} = \varphi_j(x_i),$$

with electrons labelling rows and orbitals labelling columns; some texts use the transpose. The trial wave function is $\det A$. The usual factor $1/\sqrt{N!}$ is left out, since it cancels from every ratio below.

Variational Monte Carlo programs often move one electron at a time. Each step needs the new determinant relative to the old one, and the drift and the kinetic energy need derivatives in a single coordinate. The problems below obtain all of these from $A^{-1}$, for a single determinant of electrons on a line.

In the Lean code the letter `n` is not the number of electrons but a finite index type, which labels both electrons and orbitals. This makes the matrix square.

```lean
import Mathlib

open Finset

namespace SlaterDeterminantMoves

noncomputable section

variable {n : Type*} [Fintype n] [DecidableEq n]

/-- The Slater matrix `A i j = φ j (x i)`: electrons label rows, orbitals label columns. -/
def slater (φ : n → ℝ → ℝ) (x : n → ℝ) : Matrix n n ℝ :=
  Matrix.of fun i j => φ j (x i)
```

Write $D_i(y)$ for the determinant after electron $i$ has been moved to $y$ while the others stay put. `Function.update x i y` is the configuration $x$ with its $i$-th coordinate replaced by $y$.

```lean
/-- The Slater determinant after electron `i` has been moved to `y`, the others staying put. -/
def movedDet (φ : n → ℝ → ℝ) (x : n → ℝ) (i : n) (y : ℝ) : ℝ :=
  (slater φ (Function.update x i y)).det
```

For the Hamiltonian $\sum_i \left(-\tfrac12 \partial_i^2 + V(x_i)\right)$ in atomic units, the local energy of the determinant is

$$E_L(x) = \frac{-\tfrac12 \sum_i D_i''(x_i)}{\det A} + \sum_i V(x_i).$$

The second derivative of $D_i$ at $x_i$ is the second partial derivative of the wave function in the position of electron $i$. The potential $V$ is external, and the electrons do not repel each other. The definition is meant for configurations off the nodes, where $\det A \neq 0$.

```lean
/-- The local energy of the Slater determinant for electrons in the external potential `V`, in
atomic units. Lean assigns a value at every `x`, but it has this meaning only where the determinant
is nonzero and the second derivatives exist. -/
def localEnergy (V : ℝ → ℝ) (φ : n → ℝ → ℝ) (x : n → ℝ) : ℝ :=
  (-(1 / 2) * ∑ i, deriv (deriv (movedDet φ x i)) (x i)) / (slater φ x).det + ∑ i, V (x i)
```

## (a) An electron moved to its own position

Show that $D_i(x_i) = \det A$.

Replacing $x_i$ by $x_i$ leaves the configuration as it was, so the matrix and its determinant are unchanged. No invertibility is needed. The identity serves later to evaluate $D_i$ at the current position.

```lean
/-- Moving an electron to the place where it already is leaves the determinant unchanged. -/
theorem movedDet_self (φ : n → ℝ → ℝ) (x : n → ℝ) (i : n) :
    movedDet φ x i (x i) = (slater φ x).det := by
  rw [movedDet, Function.update_eq_self]
```

## (b) The determinant after a move

Let $\det A \neq 0$. Show that for every $y$

$$D_i(y) = \Big(\sum_j \varphi_j(y)\,(A^{-1})_{ji}\Big)\det A .$$

Only row $i$ of the matrix changes, and its new entries are $\varphi_j(y)$. Expanding along that row gives

$$D_i(y) = \sum_j \varphi_j(y)\, C_{ij}.$$

The cofactor $C_{ij}$ is formed with row $i$ deleted, so it does not depend on $y$ and equals the cofactor of the original matrix. Since $A^{-1}$ is the transposed cofactor matrix divided by $\det A$, we have $C_{ij} = (A^{-1})_{ji}\det A$. Inserting this gives the claim.

The inverse belongs to the configuration before the move. Once it is known, the ratio for a trial move of this single determinant costs a sum over $N$ orbitals. For a symmetric proposal, the square of the ratio enters the Metropolis acceptance probability.

In Lean, `adjugate j i` is the cofactor $C_{ij}$. Mathlib writes it as the determinant with row $i$ replaced by a unit vector, and `hcof` compares the two matrices entry by entry: row $i$ has been overwritten in both, and the other rows never moved. `hinv` relates cofactors to the inverse, `hrow` reads off the new row, and `Matrix.det_eq_sum_mul_adjugate_row` is the expansion.

```lean
/-- If the Slater matrix `A` is invertible, moving electron `i` to `y` multiplies its
determinant by `∑ j, φ j y * A⁻¹ j i`. -/
theorem movedDet_eq (φ : n → ℝ → ℝ) (x : n → ℝ) (hA : (slater φ x).det ≠ 0) (i : n) (y : ℝ) :
    movedDet φ x i y = (∑ j, φ j y * (slater φ x)⁻¹ j i) * (slater φ x).det := by
  -- the cofactors of row `i` do not depend on the position of electron `i`
  have hcof : ∀ j, (slater φ (Function.update x i y)).adjugate j i
      = (slater φ x).adjugate j i := by
    intro j
    rw [Matrix.adjugate_apply, Matrix.adjugate_apply]
    congr 1
    ext k l
    by_cases hk : k = i
    · subst hk
      simp
    · simp [slater, hk]
  -- cofactors are entries of the inverse times the determinant
  have hinv : ∀ j, (slater φ x).adjugate j i = (slater φ x)⁻¹ j i * (slater φ x).det := by
    intro j
    rw [Matrix.inv_def, Matrix.smul_apply, smul_eq_mul, Ring.inverse_eq_inv']
    field_simp
  have hrow : ∀ j, slater φ (Function.update x i y) i j = φ j y := by
    intro j
    simp [slater]
  rw [movedDet, Matrix.det_eq_sum_mul_adjugate_row (slater φ (Function.update x i y)) i,
    Finset.sum_mul]
  refine Finset.sum_congr rfl fun j _ => ?_
  rw [hcof, hinv, hrow, mul_assoc]
```

## (c) The first derivative

Let $\det A \neq 0$ and let all orbitals be differentiable at $y$. Show that

$$D_i'(y) = \Big(\sum_j \varphi_j'(y)\,(A^{-1})_{ji}\Big)\det A .$$

By (b), $D_i$ is a linear combination of the orbitals with coefficients $(A^{-1})_{ji}\det A$. These are constants, because $A$ is taken at the fixed configuration $x$. Differentiating term by term gives the result. At $y = x_i$, division by $\det A$ gives the relative first derivative of the wave function in $x_i$.

`HasDerivAt f f' y` says that `f` has derivative `f'` at `y`. The proof replaces the function `movedDet φ x i` by the sum from (b), then applies the rules for sums and constant factors.

```lean
/-- If the Slater matrix `A` is invertible and the orbitals are differentiable at `y`, the
derivative of the determinant in the position of electron `i`, taken at `y`, is
`∑ j, φ j' y * A⁻¹ j i` times `det A`. -/
theorem hasDerivAt_movedDet (φ : n → ℝ → ℝ) (x : n → ℝ) (hA : (slater φ x).det ≠ 0)
    (i : n) (y : ℝ) (hφ : ∀ j, DifferentiableAt ℝ (φ j) y) :
    HasDerivAt (movedDet φ x i)
      ((∑ j, deriv (φ j) y * (slater φ x)⁻¹ j i) * (slater φ x).det) y := by
  rw [funext (movedDet_eq φ x hA i)]
  exact (HasDerivAt.fun_sum fun j _ => (hφ j).hasDerivAt.mul_const _).mul_const _
```

## (d) The second derivative

Let $\det A \neq 0$, let the orbitals be differentiable everywhere, and let their derivatives be differentiable at $y$. Show that

$$D_i''(y) = \Big(\sum_j \varphi_j''(y)\,(A^{-1})_{ji}\Big)\det A .$$

The formula in (c) now holds at every point, so it is an identity between functions of $y$. Its right-hand side is again a linear combination with constant coefficients, and a second differentiation gives the claim. At $y = x_i$, multiplication by $-\tfrac12$ and division by $\det A$ give the contribution of electron $i$ to the kinetic part of the local energy.

In the Lean proof, `h1` is the identity between functions, and the last line differentiates it as before.

```lean
/-- If the Slater matrix `A` is invertible and the orbitals are differentiable, and twice so
at `y`, the second derivative of the determinant in the position of electron `i`, taken at
`y`, is `∑ j, φ j'' y * A⁻¹ j i` times `det A`. -/
theorem hasDerivAt_deriv_movedDet (φ : n → ℝ → ℝ) (x : n → ℝ) (hA : (slater φ x).det ≠ 0)
    (i : n) (y : ℝ) (hφ : ∀ j, Differentiable ℝ (φ j))
    (hφ' : ∀ j, DifferentiableAt ℝ (deriv (φ j)) y) :
    HasDerivAt (deriv (movedDet φ x i))
      ((∑ j, deriv (deriv (φ j)) y * (slater φ x)⁻¹ j i) * (slater φ x).det) y := by
  have h1 : deriv (movedDet φ x i)
      = fun t => (∑ j, deriv (φ j) t * (slater φ x)⁻¹ j i) * (slater φ x).det :=
    funext fun t => (hasDerivAt_movedDet φ x hA i t fun j => hφ j t).deriv
  rw [h1]
  exact (HasDerivAt.fun_sum fun j _ => (hφ' j).hasDerivAt.mul_const _).mul_const _
```

## (e) The drift velocity

Let $\det A \neq 0$ and let the orbitals be differentiable at $x_i$. Show that

$$\frac{d}{dy}\log|D_i(y)|\,\Big|_{y=x_i} = \sum_j \varphi_j'(x_i)\,(A^{-1})_{ji}.$$

The logarithmic derivative is $D_i'(x_i)/D_i(x_i)$. By (a) the denominator is $\det A$, which is nonzero, and it cancels the factor $\det A$ in (c).

This quantity steers the proposed moves in importance sampling. It is called the drift velocity here; the name quantum force is often given to twice this value.

The Lean proof follows the same route: `HasDerivAt.log` gives the quotient, `movedDet_self` rewrites the denominator, and `mul_div_cancel_right₀` cancels it. Lean's real logarithm already ignores the sign of its argument, which is the content of `Real.log_abs`.

```lean
/-- The drift velocity of electron `i`, the derivative of `log |det A|` in its position, is
`∑ j, φ j' (x i) * A⁻¹ j i`, for invertible `A` and orbitals differentiable at `x i`. -/
theorem hasDerivAt_log_movedDet (φ : n → ℝ → ℝ) (x : n → ℝ) (hA : (slater φ x).det ≠ 0)
    (i : n) (hφ : ∀ j, DifferentiableAt ℝ (φ j) (x i)) :
    HasDerivAt (fun y => Real.log |movedDet φ x i y|)
      (∑ j, deriv (φ j) (x i) * (slater φ x)⁻¹ j i) (x i) := by
  have h := (hasDerivAt_movedDet φ x hA i (x i) hφ).log (by rw [movedDet_self]; exact hA)
  rw [movedDet_self, mul_div_cancel_right₀ _ hA] at h
  simpa only [Real.log_abs] using h
```

## (f) A local energy without fluctuations

Let every orbital be twice differentiable and solve the one-electron Schrödinger equation

$$-\tfrac12\varphi_j''(t) + V(t)\,\varphi_j(t) = \varepsilon_j\,\varphi_j(t) \quad\text{for all } t.$$

Show that at every configuration with $\det A \neq 0$

$$E_L(x) = \sum_j \varepsilon_j .$$

Part (d) at $y = x_i$ turns the local energy into

$$E_L = -\tfrac12\sum_i\sum_j \varphi_j''(x_i)(A^{-1})_{ji} + \sum_i V(x_i).$$

The diagonal entries of $AA^{-1} = 1$ read $\sum_j \varphi_j(x_i)(A^{-1})_{ji} = 1$. Multiplying $V(x_i)$ by this sum brings the potential under the same double sum, and the Schrödinger equation applies to each term:

$$E_L = \sum_i\sum_j \left(-\tfrac12\varphi_j'' + V\varphi_j\right)(x_i)\,(A^{-1})_{ji} = \sum_j \varepsilon_j \sum_i (A^{-1})_{ji}\,\varphi_j(x_i).$$

The inner sum is the diagonal entry $(A^{-1}A)_{jj} = 1$, which leaves $\sum_j\varepsilon_j$.

This is the zero-variance property for non-interacting electrons: every sample off the nodes returns the same energy, so a program fed with exact orbitals should show no scatter apart from rounding.

The hypothesis `heig` is the Schrödinger equation at every point of the line, with a finite real potential. Normalisation and boundary conditions are not required, so the $\varepsilon_j$ need not be bound-state energies. Hard walls and delta potentials do not fit this form. Neither do the bound states of a finite square well, which have no second derivative at the points where the potential jumps. A real atom or molecule differs from this model in several ways: it is three-dimensional, it generally has electrons of both spins, and its electrons repel each other. With the repulsion in the Hamiltonian, a single determinant is in general not an eigenfunction, and its local energy varies from one configuration to the next.

In the Lean proof, `hrow` and `hcol` are the two diagonal identities. `hsite` gives the contribution of one electron, where `linear_combination` multiplies the orbital equation by the matching entry of the inverse. `hlap` sums the second derivatives from (d). Finally `Finset.sum_comm` exchanges the sums over electrons and orbitals, so that `hcol` can be applied to each orbital.

```lean
/-- Zero-variance property: if each twice differentiable orbital `φ j` solves the one-electron
Schrödinger equation in the potential `V` with energy `ε j`, the local energy of the Slater
determinant is `∑ j, ε j` at every configuration where the determinant is nonzero. -/
theorem localEnergy_eq_sum (V : ℝ → ℝ) (ε : n → ℝ) (φ : n → ℝ → ℝ) (x : n → ℝ)
    (hA : (slater φ x).det ≠ 0) (hφ : ∀ j, Differentiable ℝ (φ j))
    (hφ' : ∀ j, Differentiable ℝ (deriv (φ j)))
    (heig : ∀ j t, -(1 / 2) * deriv (deriv (φ j)) t + V t * φ j t = ε j * φ j t) :
    localEnergy V φ x = ∑ j, ε j := by
  have hU : IsUnit (slater φ x).det := isUnit_iff_ne_zero.mpr hA
  -- diagonal entries of `A * A⁻¹ = 1` and `A⁻¹ * A = 1`
  have hrow : ∀ i, ∑ j, φ j (x i) * (slater φ x)⁻¹ j i = 1 := by
    intro i
    have h : (slater φ x * (slater φ x)⁻¹) i i = 1 := by
      rw [Matrix.mul_nonsing_inv _ hU, Matrix.one_apply_eq]
    rw [Matrix.mul_apply] at h
    exact h
  have hcol : ∀ j, ∑ i, (slater φ x)⁻¹ j i * φ j (x i) = 1 := by
    intro j
    have h : ((slater φ x)⁻¹ * slater φ x) j j = 1 := by
      rw [Matrix.nonsing_inv_mul _ hU, Matrix.one_apply_eq]
    rw [Matrix.mul_apply] at h
    exact h
  -- the contribution of electron `i` to the local energy
  have hsite : ∀ i, -(1 / 2) * (∑ j, deriv (deriv (φ j)) (x i) * (slater φ x)⁻¹ j i) + V (x i)
      = ∑ j, ε j * ((slater φ x)⁻¹ j i * φ j (x i)) := by
    intro i
    have h : ∑ j, ε j * ((slater φ x)⁻¹ j i * φ j (x i))
        = ∑ j, (-(1 / 2) * (deriv (deriv (φ j)) (x i) * (slater φ x)⁻¹ j i)
          + V (x i) * (φ j (x i) * (slater φ x)⁻¹ j i)) := by
      refine Finset.sum_congr rfl fun j _ => ?_
      linear_combination (-(slater φ x)⁻¹ j i) * heig j (x i)
    rw [h, Finset.sum_add_distrib, ← Finset.mul_sum, ← Finset.mul_sum, hrow, mul_one]
  have hlap : ∑ i, deriv (deriv (movedDet φ x i)) (x i)
      = (∑ i, ∑ j, deriv (deriv (φ j)) (x i) * (slater φ x)⁻¹ j i) * (slater φ x).det := by
    rw [Finset.sum_mul]
    exact Finset.sum_congr rfl fun i _ =>
      (hasDerivAt_deriv_movedDet φ x hA i (x i) hφ fun j => hφ' j (x i)).deriv
  rw [localEnergy, hlap, ← mul_assoc, mul_div_cancel_right₀ _ hA, Finset.mul_sum,
    ← Finset.sum_add_distrib, Finset.sum_congr rfl fun i _ => hsite i, Finset.sum_comm]
  -- sum over electrons first: each orbital contributes its own energy once
  refine Finset.sum_congr rfl fun j _ => ?_
  rw [← Finset.mul_sum, hcol, mul_one]

end

end SlaterDeterminantMoves
```

```lean
#print axioms SlaterDeterminantMoves.hasDerivAt_log_movedDet
#print axioms SlaterDeterminantMoves.localEnergy_eq_sum
```

```
'SlaterDeterminantMoves.hasDerivAt_log_movedDet' depends on axioms: [propext, Classical.choice, Quot.sound]
'SlaterDeterminantMoves.localEnergy_eq_sum' depends on axioms: [propext, Classical.choice, Quot.sound]
```
